# The strain derivative of a differentiable periodic energy does not depend on which image of each atom is stored

Suppose a code computes the stress from the derivative of the energy with respect to the cell, taken at fixed Cartesian positions, and from nothing else. When an atom with a non-zero force on it crosses the cell boundary and is wrapped back, the reported stress jumps, although the crystal is the same. The jump is removed by adding a term built from the position gradients. This holds for any energy that is differentiable at the configuration and unchanged by the wrapping there and nearby.

## How the gradients change under wrapping

Let $x_j$ be the Cartesian position of atom $j$, and let $h$ be the cell matrix whose columns are the lattice vectors. Write $g_j=\partial E/\partial x_j$ for the position gradient, which is minus the force, and $G_{ab}=\partial E/\partial h_{ab}$ for the cell gradient at fixed Cartesian positions. Wrapping replaces each $x_j$ by $x_j'=x_j+h m_j$, with an integer vector $m_j$, and keeps $h$. With primes for values after wrapping,

$$g_j'=g_j,\qquad G'=G-\sum_j g_j m_j^T,\qquad S'=S,$$

where

$$S=\sum_j g_j x_j^T+G h^T .$$

If only atom $i$ moves, by $hk$ with an integer vector $k$, then $G'=G-g_i k^T$. The cell gradient then stays the same exactly when $g_i=0$ or $k=0$.

## Where a code uses the combined matrix

Automatic differentiation of $E(x,h)$, with Cartesian positions and cell as independent inputs, returns $g_j$ and $G$. For a barostat or a cell optimiser that strains the atoms together with the cell, the contribution of the potential energy is given by $S$, not by $Gh^T$ alone. Divided by the cell volume, $S$ is the static stress, with tension positive. This applies to interatomic potentials and to electronic-structure total energies alike, provided that the energy is a differentiable function of finitely many atomic positions and the cell.

Many codes store lattice vectors as rows, $H=h^T$. The second term of $S$ is then $(\partial E/\partial H)^T H$.

## The chain rule at the wrapped configuration

Write $q=(x,h)$ and let $R_m$ be the map $(x,h)\mapsto(x+hm,h)$, where $(hm)_j=hm_j$. It is linear, and $R_{-m}$ is its inverse. If $p$ is close to $q'=R_m q$, then $R_{-m}p$ is close to $q$, and the invariance there gives

$$E(p)=E(R_m R_{-m}p)=E(R_{-m}p).$$

So $E$ is differentiable at $q'$. For a displacement $v$ of the atoms and $w$ of the cell,

$$dE_{q'}[v,w]=dE_q[v-wm,\,w].$$

In components, this reads

$$\sum_j g_j'\cdot v_j+\sum_{ab}w_{ab}G'_{ab}=\sum_j g_j\cdot(v_j-w m_j)+\sum_{ab}w_{ab}G_{ab}.$$

Setting $w=0$ gives $g_j'=g_j$. Setting $v=0$ gives $G'_{ab}=G_{ab}-\sum_j g_{ja}m_{jb}$. Now insert both into $S'$:

$$S'=\sum_j g_j(x_j+hm_j)^T+\Big(G-\sum_j g_jm_j^T\Big)h^T=S,$$

because the two terms $\sum_j g_jm_j^Th^T$ cancel.

For a single moved atom, the change of $G$ has entries $-g_{ia}k_b$. If $g_i$ and $k$ each have a non-zero component, the corresponding entry is non-zero.

To see what $S$ is, strain atoms and cell together by $1+te$, with a matrix $e$. The displacements per unit $t$ are $v_j=ex_j$ and $w=eh$, so at $t=0$

$$\frac{dE}{dt}=\sum_{ab}e_{ab}\Big(\sum_j g_{ja}x_{jb}+\sum_c G_{ac}h_{bc}\Big)=\sum_{ab}e_{ab}S_{ab}.$$

A one-dimensional example shows the difference between $G$ and $S$. For $E=\cos\varphi$ with $\varphi=2\pi(x_0-x_1)/h$, one finds $g_0=-g_1=-(2\pi/h)\sin\varphi$ and $G=(\varphi/h)\sin\varphi$. Moving atom 0 by $h$ raises $\varphi$ by $2\pi$ and changes $G$ by $-g_0$, while $S=0$ before and after.

## The Lean file

```lean
import Mathlib

open Matrix Topology Filter

namespace StressRelabelling

noncomputable section

/-- A crystal configuration: the atomic positions `x j a` and the cell `h a b`, where `h a b` is
the Cartesian component `a` of the lattice vector `b`. -/
abbrev Config (ι n : Type*) := (ι → n → ℝ) × (n → n → ℝ)

variable {ι n : Type*} [Fintype n]

/-- Relabelling of periodic images: every atom `j` moves by the lattice vector `h m_j`,
and the cell `h` is kept. -/
def relabel (m : ι → n → ℤ) : Config ι n →ₗ[ℝ] Config ι n where
  toFun q := (fun j a => q.1 j a + ∑ b, q.2 a b * (m j b : ℝ), q.2)
  map_add' p q := by
    refine Prod.ext ?_ rfl
    funext j a
    simp only [Prod.fst_add, Prod.snd_add, Pi.add_apply, add_mul, Finset.sum_add_distrib]
    ring
  map_smul' c q := by
    refine Prod.ext ?_ rfl
    funext j a
    simp only [Prod.smul_fst, Prod.smul_snd, Pi.smul_apply, smul_eq_mul, RingHom.id_apply,
      mul_add, Finset.mul_sum, mul_assoc]

variable [Fintype ι] [DecidableEq ι] [DecidableEq n]

/-- The gradient of the energy in the position of atom `j`, at fixed cell. -/
def posGrad (E : Config ι n → ℝ) (q : Config ι n) (j : ι) : n → ℝ :=
  fun a => fderiv ℝ E q (Pi.single j (Pi.single a 1), 0)

/-- The gradient of the energy in the cell, at fixed Cartesian positions. -/
def cellGrad (E : Config ι n → ℝ) (q : Config ι n) : Matrix n n ℝ :=
  Matrix.of fun a b => fderiv ℝ E q (0, Pi.single a (Pi.single b 1))

/-- The matrix `∑ (grad_j E) x_jᵀ + (dE/dh) hᵀ`. -/
def strainGrad (E : Config ι n → ℝ) (q : Config ι n) : Matrix n n ℝ :=
  ∑ j, vecMulVec (posGrad E q j) (q.1 j) + cellGrad E q * (Matrix.of q.2)ᵀ

omit [Fintype ι] [DecidableEq n] in
/-- Relabelling a single atom `i` by `k` replaces `x_i` by `x_i + h k` and nothing else. -/
theorem relabel_single (i : ι) (k : n → ℤ) (q : Config ι n) :
    relabel (Pi.single i k) q =
      (Function.update q.1 i (q.1 i + Matrix.of q.2 *ᵥ fun b => (k b : ℝ)), q.2) := by
  refine Prod.ext ?_ rfl
  funext j a
  by_cases hj : j = i
  · subst hj
    simp [relabel, Matrix.mulVec, dotProduct]
  · simp [relabel, hj]

/-- An array of vectors is the sum of its components times unit displacements. -/
theorem sum_unit_displacements {κ : Type*} [Fintype κ] [DecidableEq κ] (v : κ → n → ℝ) :
    v = ∑ j, ∑ a, v j a • (Pi.single j (Pi.single a 1) : κ → n → ℝ) := by
  funext k c
  simp only [Finset.sum_apply, Pi.smul_apply, smul_eq_mul]
  rw [Finset.sum_eq_single k, Finset.sum_eq_single c]
  · simp
  · intro a _ ha
    simp [ha.symm]
  · simp
  · intro j _ hj
    simp [hj.symm]
  · simp

/-- `fderiv` of the energy at `q`, applied to a displacement `v` of the atoms and `w` of the cell,
is the sum of the displacement components times the gradients. -/
theorem fderiv_eq_sum (E : Config ι n → ℝ) (q : Config ι n) (v : ι → n → ℝ) (w : n → n → ℝ) :
    fderiv ℝ E q (v, w) = ∑ j, ∑ a, v j a * posGrad E q j a
      + ∑ a, ∑ b, w a b * cellGrad E q a b := by
  have h1 := congrArg (⇑((fderiv ℝ E q).comp
    (ContinuousLinearMap.inl ℝ (ι → n → ℝ) (n → n → ℝ)))) (sum_unit_displacements v)
  have h2 := congrArg (⇑((fderiv ℝ E q).comp
    (ContinuousLinearMap.inr ℝ (ι → n → ℝ) (n → n → ℝ)))) (sum_unit_displacements w)
  simp only [map_sum, map_smul, smul_eq_mul] at h1 h2
  have hs : ((v, w) : Config ι n) = (v, 0) + (0, w) := by simp
  rw [hs, map_add]
  exact congrArg₂ (· + ·) h1 h2

variable {E : Config ι n → ℝ} {q : Config ι n} {m : ι → n → ℤ}

omit [DecidableEq ι] [DecidableEq n] in
/-- If the energy is differentiable at `q` and unchanged by the relabelling near `q`, it is
differentiable at the relabelled configuration, with the derivative given by the chain rule. -/
theorem hasFDerivAt_relabel (hE : DifferentiableAt ℝ E q)
    (hinv : ∀ᶠ p in 𝓝 q, E (relabel m p) = E p) :
    HasFDerivAt E ((fderiv ℝ E q).comp (LinearMap.toContinuousLinearMap (relabel (-m))))
      (relabel m q) := by
  set R := LinearMap.toContinuousLinearMap (relabel (ι := ι) (n := n) (-m))
  -- relabelling by `-m` undoes relabelling by `m`
  have hR : R (relabel m q) = q := by
    change relabel (-m) (relabel m q) = q
    refine Prod.ext ?_ rfl
    funext j a
    simp [relabel]
  have hd : HasFDerivAt E (fderiv ℝ E q) (R (relabel m q)) := by
    rw [hR]
    exact hE.hasFDerivAt
  refine (hd.comp (relabel m q) R.hasFDerivAt).congr_of_eventuallyEq ?_
  have ht : Tendsto R (𝓝 (relabel m q)) (𝓝 q) := by
    have := R.continuous.tendsto (relabel m q)
    rwa [hR] at this
  filter_upwards [ht.eventually hinv] with p hp
  have h2 : relabel m (R p) = p := by
    change relabel m (relabel (-m) p) = p
    refine Prod.ext ?_ rfl
    funext j a
    simp [relabel]
  rw [h2] at hp
  exact hp

/-- For an energy differentiable at `q` and unchanged by the relabelling near `q`, the position
gradients are unchanged and the cell gradient changes by `-∑ (grad_j E) m_jᵀ`. -/
theorem gradients_relabel (hE : DifferentiableAt ℝ E q)
    (hinv : ∀ᶠ p in 𝓝 q, E (relabel m p) = E p) :
    (∀ j, posGrad E (relabel m q) j = posGrad E q j) ∧
    cellGrad E (relabel m q) =
      cellGrad E q - ∑ j, vecMulVec (posGrad E q j) (fun b => (m j b : ℝ)) := by
  have H := hasFDerivAt_relabel hE hinv
  constructor
  · intro j
    funext a
    unfold posGrad
    rw [H.fderiv]
    change fderiv ℝ E q (relabel (-m) (Pi.single j (Pi.single a 1), 0)) = _
    congr 1
    refine Prod.ext ?_ rfl
    funext i c
    simp [relabel]
  · ext a b
    change fderiv ℝ E (relabel m q) (0, Pi.single a (Pi.single b 1)) = _
    rw [H.fderiv]
    change fderiv ℝ E q (relabel (-m) (0, Pi.single a (Pi.single b 1))) = _
    -- a change of the cell drags the relabelled atoms along
    have key : relabel (-m) ((0, Pi.single a (Pi.single b 1)) : Config ι n) =
        (0, Pi.single a (Pi.single b 1)) -
          ((fun j c => if c = a then (m j b : ℝ) else 0), 0) := by
      refine Prod.ext ?_ (by simp [relabel])
      funext j c
      by_cases hc : c = a
      · subst hc
        simp [relabel, Pi.single_apply]
      · simp [relabel, Pi.single_apply, hc]
    rw [key, map_sub, fderiv_eq_sum E q _ 0]
    simp [cellGrad, Matrix.sum_apply, Matrix.vecMulVec_apply, mul_comm]

/-- For an energy differentiable at `q` and unchanged by the relabelling near `q`, the matrix
`∑ (grad_j E) x_jᵀ + (dE/dh) hᵀ` is unchanged by the relabelling. -/
theorem strainGrad_relabel (hE : DifferentiableAt ℝ E q)
    (hinv : ∀ᶠ p in 𝓝 q, E (relabel m p) = E p) :
    strainGrad E (relabel m q) = strainGrad E q := by
  obtain ⟨hg, hc⟩ := gradients_relabel hE hinv
  have h2 : (relabel m q).2 = q.2 := rfl
  have hx : ∀ j, vecMulVec (posGrad E q j) ((relabel m q).1 j) =
      vecMulVec (posGrad E q j) (q.1 j) +
        vecMulVec (posGrad E q j) (fun b => (m j b : ℝ)) * (Matrix.of q.2)ᵀ := by
    intro j
    ext a b
    simp only [Matrix.add_apply, Matrix.vecMulVec_apply, Matrix.mul_apply,
      Matrix.transpose_apply, Matrix.of_apply]
    change posGrad E q j a * (q.1 j b + ∑ c, q.2 b c * (m j c : ℝ)) = _
    rw [mul_add, Finset.mul_sum]
    congr 1
    exact Finset.sum_congr rfl fun c _ => by ring
  -- the shifts of the atoms cancel the change of the cell gradient
  simp only [strainGrad, hg, hc, h2, hx, Finset.sum_add_distrib, sub_mul, Finset.sum_mul]
  abel

/-- Let the energy be differentiable at `q` and, near `q`, unchanged when `x_i` becomes
`x_i + h k`. This move changes the cell gradient by `-(grad_i E) kᵀ`, which is zero only if
`grad_i E = 0` or `k = 0`, and leaves `∑ (grad_j E) x_jᵀ + (dE/dh) hᵀ` unchanged. -/
theorem relabel_one_atom {i : ι} {k : n → ℤ} (hE : DifferentiableAt ℝ E q)
    (hinv : ∀ᶠ p in 𝓝 q, E (relabel (Pi.single i k) p) = E p) :
    cellGrad E (relabel (Pi.single i k) q) =
      cellGrad E q - vecMulVec (posGrad E q i) (fun b => (k b : ℝ)) ∧
    (vecMulVec (posGrad E q i) (fun b => (k b : ℝ)) = 0 → posGrad E q i = 0 ∨ k = 0) ∧
    strainGrad E (relabel (Pi.single i k) q) = strainGrad E q := by
  refine ⟨?_, ?_, strainGrad_relabel hE hinv⟩
  · rw [(gradients_relabel hE hinv).2, Finset.sum_eq_single i]
    · simp
    · intro j _ hj
      ext a b
      simp [Matrix.vecMulVec_apply, hj]
    · simp
  · intro h
    by_contra hc
    obtain ⟨h1, h2⟩ := not_or.1 hc
    obtain ⟨a, ha⟩ := Function.ne_iff.1 h1
    obtain ⟨b, hb⟩ := Function.ne_iff.1 h2
    have hab : posGrad E q i a * (k b : ℝ) = 0 := congrFun (congrFun h a) b
    exact (mul_ne_zero ha (Int.cast_ne_zero.2 hb)) hab

/-- For an energy differentiable at `q`, `strainGrad` is its strain derivative: under the
homogeneous strain `1 + t e` of atoms and cell, `dE/dt = ∑ e_ab (strainGrad)_ab` at `t = 0`. -/
theorem hasDerivAt_strain (hE : DifferentiableAt ℝ E q) (e : Matrix n n ℝ) :
    HasDerivAt (fun t : ℝ => E (q + t • ((fun j => e *ᵥ q.1 j,
      fun a c => (e * Matrix.of q.2) a c) : Config ι n)))
      (∑ a, ∑ b, e a b * strainGrad E q a b) 0 := by
  have hl : ∀ u : Config ι n,
      HasDerivAt (fun t : ℝ => E (q + t • u)) (fderiv ℝ E q u) 0 := by
    intro u
    have h1 : HasDerivAt (fun t : ℝ => q + t • u) u 0 := by
      simpa using ((hasDerivAt_id (0 : ℝ)).smul_const u).const_add q
    have hd : HasFDerivAt E (fderiv ℝ E q) (q + (0 : ℝ) • u) := by
      rw [zero_smul, add_zero]
      exact hE.hasFDerivAt
    exact hd.comp_hasDerivAt (0 : ℝ) h1
  refine (hl _).congr_deriv ?_
  rw [fderiv_eq_sum]
  simp only [strainGrad, Matrix.add_apply, Matrix.sum_apply, Matrix.vecMulVec_apply,
    Matrix.mul_apply, Matrix.transpose_apply, Matrix.of_apply, Matrix.mulVec, dotProduct,
    mul_add, Finset.sum_add_distrib, Finset.mul_sum, Finset.sum_mul]
  congr 1
  · rw [Finset.sum_comm]
    refine Finset.sum_congr rfl fun a _ => ?_
    rw [Finset.sum_comm]
    exact Finset.sum_congr rfl fun b _ => Finset.sum_congr rfl fun j _ => by ring
  · refine Finset.sum_congr rfl fun a _ => ?_
    rw [Finset.sum_comm]
    exact Finset.sum_congr rfl fun b _ => Finset.sum_congr rfl fun c _ => by ring

/-- The energy `cos (2π (x₀ - x₁) / h)` of two atoms in a one-dimensional cell `h ≠ 0`. -/
def cosEnergy (p : Config (Fin 2) (Fin 1)) : ℝ :=
  Real.cos (2 * Real.pi * (p.1 0 0 - p.1 1 0) / p.2 0 0)

/-- At every configuration with `h ≠ 0`, the cosine energy is differentiable and, nearby,
unchanged by every relabelling. -/
theorem relabel_witness (m : Fin 2 → Fin 1 → ℤ) (q : Config (Fin 2) (Fin 1))
    (hq : q.2 0 0 ≠ 0) :
    DifferentiableAt ℝ cosEnergy q ∧
      ∀ᶠ p in 𝓝 q, cosEnergy (relabel m p) = cosEnergy p := by
  constructor
  · unfold cosEnergy
    fun_prop (disch := assumption)
  · have hc : Continuous fun p : Config (Fin 2) (Fin 1) => p.2 0 0 := by fun_prop
    filter_upwards [hc.continuousAt.eventually_ne hq] with p hp
    -- the phase changes by an integer multiple of `2π`
    have key : 2 * Real.pi * ((relabel m p).1 0 0 - (relabel m p).1 1 0) / (relabel m p).2 0 0
        = 2 * Real.pi * (p.1 0 0 - p.1 1 0) / p.2 0 0
          + ((m 0 0 - m 1 0 : ℤ) : ℝ) * (2 * Real.pi) := by
      change 2 * Real.pi * ((p.1 0 0 + ∑ b, p.2 0 b * (m 0 b : ℝ))
        - (p.1 1 0 + ∑ b, p.2 0 b * (m 1 b : ℝ))) / p.2 0 0 = _
      simp only [Finset.univ_unique, Fin.default_eq_zero, Finset.sum_singleton]
      rw [div_add' _ _ _ hp]
      push_cast
      congr 1
      ring
    unfold cosEnergy
    rw [key, Real.cos_add_int_mul_two_pi]

end

end StressRelabelling
```

```lean
#print axioms StressRelabelling.relabel_single
#print axioms StressRelabelling.relabel_one_atom
#print axioms StressRelabelling.hasDerivAt_strain
```

```
'StressRelabelling.relabel_single' depends on axioms: [propext, Classical.choice, Quot.sound]
'StressRelabelling.relabel_one_atom' depends on axioms: [propext, Classical.choice, Quot.sound]
'StressRelabelling.hasDerivAt_strain' depends on axioms: [propext, Classical.choice, Quot.sound]
```

## Configurations and theorems in words

A `Config ι n` is a pair of positions and cell. The finite type `ι` labels the atoms, and the finite type `n` labels both Cartesian directions and lattice vectors. Thus `q.1 j a` is $x_{ja}$ and `q.2 a b` is $h_{ab}$. The map $R_m$ is `relabel m`, and `relabel_single` confirms that `relabel (Pi.single i k)` moves atom $i$ by $hk$ and nothing else.

The gradients $g_j$, $G$ and the matrix $S$ are `posGrad`, `cellGrad` and `strainGrad`. The first two are components of the Fréchet derivative `fderiv` along unit displacements, and `vecMulVec` is the outer product.

Two hypotheses recur. `hE` says that $E$ is differentiable at $q$. `hinv` says that $E$ is unchanged by the relabelling for all configurations near $q$. It stands for the physical fact that an atom in a crystal represents all its periodic images, so that the choice of image carries no energy. Under these hypotheses, `gradients_relabel` states the rules for $g_j$ and $G$, `strainGrad_relabel` states $S'=S$, and `relabel_one_atom` treats one moved atom. `hasDerivAt_strain` needs only `hE` and identifies $S$ as the strain derivative.

## Lemmas and their steps in the derivation

- `sum_unit_displacements` expands an array in unit displacements. `fderiv_eq_sum` uses it to write $dE_q[v,w]$ in terms of $g_j$ and $G$.
- `hasFDerivAt_relabel` is the chain-rule step. It shows that `relabel (-m)` undoes `relabel m`, carries the invariance to a neighbourhood of $q'$ with `filter_upwards`, and transfers the derivative with `congr_of_eventuallyEq`. Differentiability at $q'$ is therefore a conclusion.
- `gradients_relabel` evaluates that derivative on unit displacements. For the cell, the equation `key` is the replacement of $(0,w)$ by $(-wm,w)$.
- `strainGrad_relabel` expands the outer product with the shifted position in `hx`; `abel` then cancels the two equal sums.
- `relabel_one_atom` reduces the sum over atoms to atom $i$ and finds the non-zero entry $g_{ia}k_b$ by contradiction.
- `hasDerivAt_strain` differentiates along the line $q+tu$, where $u$ is the strain displacement, and reorders the finite sums.
- `relabel_witness` shows that the cosine energy above satisfies both hypotheses wherever $h\neq0$, since relabelling changes its phase by a multiple of $2\pi$.

## Periodicity is assumed, and the code's gradients must be true derivatives

The invariance of $E$ is a hypothesis, to be established for each energy model. It is required only near $q$, so singularities elsewhere, such as coinciding atoms, do no harm. An energy with a term linear in one atom's position, as for a charge in a uniform field, and otherwise periodic, violates it when that atom alone is wrapped.

The step from the theorems to a running program is that the returned gradients are the derivatives of the energy that the program evaluates. An electronic-structure code that omits the cell dependence of an incomplete basis from its derivative does not meet this condition.

The matrix $S$ comes from the static energy alone: the kinetic part of the stress in molecular dynamics has to be added. It is symmetric if $E$ is also unchanged by rotating atoms and cell together, which is not assumed here.
